# The spin factors of the particle and hole channels in Kondo scattering are S² − σ·S and S² + σ·S

When a conduction electron scatters twice off an impurity spin, the two spin vertices of the electron appear in opposite orders in the particle and hole channels. The theorem `kondo_channels` says that the spin factors of these channels are S² − σ·S and S² + σ·S, so that the hole factor minus the particle factor is 2σ·S. Here σ is the vector of Pauli matrices, and the components of S are elements of any complex algebra obeying S × S = iS (units with ħ = 1); energy denominators and coupling constants are left out. The proof starts from `channels_eq`, which writes the factors as S² ± iσ·(S × S) for any three operators, and then uses the commutation relations to turn iσ·(S × S) into −σ·S, matrix entry by matrix entry.

In Lean, a first try:

```lean
import Mathlib

open Complex Filter Topology

namespace KondoChannels

noncomputable section

variable {A : Type*} [Ring A] [Algebra ℂ A]

/-- The three Pauli matrices of the conduction-electron spin. -/
def pauli : Fin 3 → Matrix (Fin 2) (Fin 2) ℂ :=
  ![!![0, 1; 1, 0], !![0, -I; I, 0], !![1, 0; 0, -1]]

/-- The product of an electron spin matrix `M` and an impurity operator `X`,
as a 2×2 matrix of impurity operators. -/
def tens (M : Matrix (Fin 2) (Fin 2) ℂ) (X : A) : Matrix (Fin 2) (Fin 2) A :=
  Matrix.of fun i j => M i j • X

/-- The exchange operator `σ·S`. -/
def exchange (S : Fin 3 → A) : Matrix (Fin 2) (Fin 2) A :=
  ∑ a, tens (pauli a) (S a)

/-- The operator `S²`, acting as the identity on the electron spin. -/
def spinSq (S : Fin 3 → A) : Matrix (Fin 2) (Fin 2) A :=
  tens 1 (∑ a, S a * S a)

/-- Spin factor of the particle channel, `∑ σ_a σ_b S_a S_b`. -/
def particle (S : Fin 3 → A) : Matrix (Fin 2) (Fin 2) A :=
  ∑ a, ∑ b, tens (pauli a * pauli b) (S a * S b)

/-- Spin factor of the hole channel, `∑ σ_b σ_a S_a S_b`: the electron vertices
appear in the opposite order. -/
def hole (S : Fin 3 → A) : Matrix (Fin 2) (Fin 2) A :=
  ∑ a, ∑ b, tens (pauli b * pauli a) (S a * S b)

/-- The cross product `S × S`, whose components are the commutators of `S`. -/
def selfCross (S : Fin 3 → A) : Fin 3 → A :=
  ![S 1 * S 2 - S 2 * S 1, S 2 * S 0 - S 0 * S 2, S 0 * S 1 - S 1 * S 0]

/-- The angular-momentum commutation relations, `S × S = i S`. -/
def IsSpin (S : Fin 3 → A) : Prop := ∀ c, selfCross S c = I • S c

/-- For any three impurity operators, the two channels are
`S² + i σ·(S × S)` and `S² - i σ·(S × S)`. -/
theorem channels_eq (S : Fin 3 → A) :
    particle S = spinSq S + I • exchange (selfCross S) ∧
    hole S = spinSq S - I • exchange (selfCross S) := by
  constructor <;> ext i j <;> fin_cases i <;> fin_cases j <;>
    simp [particle, hole, spinSq, exchange, selfCross, tens, pauli, Matrix.mul_apply,
      Fin.sum_univ_three, Fin.sum_univ_two, smul_smul, smul_sub, smul_add] <;>
    module

/-- For a quantum spin the particle channel is `S² - σ·S`, the hole channel is
`S² + σ·S`, and they differ by `2 σ·S`. -/
theorem kondo_channels {S : Fin 3 → A} (hS : IsSpin S) :
    particle S = spinSq S - exchange S ∧ hole S = spinSq S + exchange S ∧
    hole S - particle S = (2 : ℂ) • exchange S := by
  -- the commutators turn `i σ·(S × S)` into `-σ·S`
  have hx : I • exchange (selfCross S) = -exchange S := by
    ext i j
    simp only [exchange, tens, Fin.sum_univ_three, hS 0, hS 1, hS 2, Matrix.smul_apply,
      Matrix.add_apply, Matrix.neg_apply, Matrix.of_apply, smul_add]
    simp only [smul_comm _ I, smul_smul I I, I_mul_I]
    module
  obtain ⟨hp, hh⟩ := channels_eq S
  rw [hx] at hp hh
  refine ⟨by rw [hp]; abel, by rw [hh]; abel, ?_⟩
  rw [hp, hh]
  module

end

end KondoChannels
```

Messages:

```
Main.lean:64:4: error: Tactic `simp` failed with a nested error:
maximum recursion depth has been reached
use `set_option maxRecDepth <num>` to increase limit
use `set_option diagnostics true` to get diagnostic information
```

Lean accepts the file once it reads:

```diff
@@ -58,10 +58,11 @@
     hole S - particle S = (2 : ℂ) • exchange S := by
   -- the commutators turn `i σ·(S × S)` into `-σ·S`
-  have hx : I • exchange (selfCross S) = -exchange S := by
+  have hc : exchange (selfCross S) = I • exchange S := by
     ext i j
     simp only [exchange, tens, Fin.sum_univ_three, hS 0, hS 1, hS 2, Matrix.smul_apply,
-      Matrix.add_apply, Matrix.neg_apply, Matrix.of_apply, smul_add]
-    simp only [smul_comm _ I, smul_smul I I, I_mul_I]
+      Matrix.add_apply, Matrix.of_apply]
     module
+  have hx : I • exchange (selfCross S) = -exchange S := by
+    rw [hc, smul_smul, I_mul_I, neg_smul, one_smul]
   obtain ⟨hp, hh⟩ := channels_eq S
   rw [hx] at hp hh
```

Diagnosis. The error is at the second `simp only` in the proof of `hx`, which is meant to bring the two factors of `I` together and replace `I * I` by `-1`. `simp` hit its recursion limit there. The message names no lemma, but of the three supplied only `smul_comm _ I` can keep applying to its own output. It turns `m • I • x` into `I • m • x`, and when `m` is itself `I` the result has the same form as before, so the rule matches again.

The repair removes that call. The new `hc` proves `exchange (selfCross S) = I • exchange S`, where each term has only one explicit `I`. `module` can move that scalar past the Pauli entries by itself, and it doesn't need to know that `I * I = -1`. Then `hx` follows by `rw`, which takes each step once: `smul_smul` joins the two factors of `I`, `I_mul_I` makes them `-1`, and `neg_smul` and `one_smul` leave `-exchange S`.

Dropping `Matrix.neg_apply` and `smul_add` from the first `simp only` is tidying: `hc` has no minus sign, and `module` distributes the scalar.
